# Strong-collision branching shifts towards channel b with pressure when b/a and a + b rise with energy

To get the product ratio of a two-channel reaction at a new pressure, a strong-collision calculation changes the collision rate $w$ and repeats two sums over energy levels. With level weights $f_i$ and microcanonical rates $a_i$, $b_i$, it forms $g_i=f_i/(w+a_i+b_i)$ and divides $\sum_i b_i g_i$ by $\sum_i a_i g_i$. At fixed temperature $w$ is proportional to pressure. If $b_i/a_i$ and $a_i+b_i$ are nondecreasing along the grid, this ratio $R(w)$ cannot fall as $w$ grows, so within this model the direction of the pressure effect can be read from the rates before any sum is done.

The levels form a finite type `ι`, later given a linear order that stands for increasing energy.

```lean
import Mathlib

namespace StrongCollisionBranching

noncomputable section

variable {ι : Type*}
```

## What a pair of levels contributes

Write $K_i=a_i+b_i$. Comparing $R$ at collision rates $w$ and $v$ will produce a sum over pairs of levels, with weight

$$W_{ij}=\frac{f_if_j}{(w+K_i)(w+K_j)(v+K_i)(v+K_j)}.$$

```lean
/-- Weight of a pair of levels when collision rates `w` and `v` are compared; it is meant for
nonzero total loss rates `w + a + b` and `v + a + b` of both levels. -/
def pairWeight (f a b : ι → ℝ) (w v : ℝ) (i j : ι) : ℝ :=
  f i * f j / ((w + a i + b i) * (w + a j + b j) * ((v + a i + b i) * (v + a j + b j)))
```

The weight multiplies $P_{ij}=(b_ia_j-b_ja_i)(K_i-K_j)$.

```lean
/-- Cross difference `b i * a j - b j * a i` of the channel rates of two levels, times their
difference in total reaction rate. -/
def pairOrder (a b : ι → ℝ) (i j : ι) : ℝ :=
  (b i * a j - b j * a i) * ((a i + b i) - (a j + b j))
```

For $f_i,a_i,b_i>0$ and $w,v\ge0$, every factor of $W_{ij}$ is positive.

```lean
/-- The pair weight is positive for positive level weights and channel rates and nonnegative
collision rates. -/
theorem pairWeight_pos {f a b : ι → ℝ} (hf : ∀ i, 0 < f i) (ha : ∀ i, 0 < a i)
    (hb : ∀ i, 0 < b i) {w v : ℝ} (hw : 0 ≤ w) (hv : 0 ≤ v) (i j : ι) :
    0 < pairWeight f a b w v i j := by
  have hk : ∀ u : ℝ, 0 ≤ u → ∀ l, 0 < u + a l + b l := fun u hu l => by
    linarith [ha l, hb l]
  exact div_pos (mul_pos (hf i) (hf j))
    (mul_pos (mul_pos (hk w hw i) (hk w hw j)) (mul_pos (hk v hv i) (hk v hv j)))
```

For $i\le j$, the ordering of $b/a$ gives $b_ia_j\le b_ja_i$, and that of the total rates gives $K_i\le K_j$. Both factors of $P_{ij}$ are then nonpositive, so $P_{ij}\ge0$. Since $P_{ij}=P_{ji}$, `wlog` covers the other order.

```lean
/-- If `b / a` and `a + b` are both nondecreasing along the levels and `a` is positive, then
the product of differences is nonnegative for any two levels. -/
theorem pairOrder_nonneg [LinearOrder ι] {a b : ι → ℝ} (ha : ∀ i, 0 < a i)
    (hr : Monotone fun i => b i / a i) (hk : Monotone fun i => a i + b i) (i j : ι) :
    0 ≤ pairOrder a b i j := by
  unfold pairOrder
  wlog hij : i ≤ j generalizing i j
  · linarith [this j i (le_of_not_ge hij)]
  have h1 : b i / a i ≤ b j / a j := hr hij
  have h2 : a i + b i ≤ a j + b j := hk hij
  rw [div_le_div_iff₀ (ha i) (ha j)] at h1
  nlinarith [mul_nonneg (sub_nonneg.2 h1) (sub_nonneg.2 h2)]
```

The ordering of $b/a$ represents a channel $b$ with the higher threshold, whose rate gains on that of $a$ as energy rises; it is assumed here, not derived from thresholds. The ordering of $K$ says that more energetic molecules react no more slowly overall.

## From steady state to the branching ratio

Define the fluxes $B(w)=\sum_i f_ib_i/(w+K_i)$ and $A(w)=\sum_i f_ia_i/(w+K_i)$. In `channelFlux`, the argument `d` selects the channel.

```lean
variable [Fintype ι]

/-- Product flux through a channel with rates `d` at collision rate `w`, for levels fed with
weights `f` and emptied by collisions and the channels `a` and `b`; the total loss rates
`w + a + b` are meant to be nonzero. -/
def channelFlux (f a b d : ι → ℝ) (w : ℝ) : ℝ :=
  ∑ i, f i * d i / (w + a i + b i)
```

Their quotient is $R(w)=B(w)/A(w)$.

```lean
/-- Strong-collision branching ratio of channel `b` to channel `a` at collision rate `w`, meant
for nonzero total loss rates and a nonzero flux through channel `a`. -/
def branchingRatio (f a b : ι → ℝ) (w : ℝ) : ℝ :=
  channelFlux f a b b w / channelFlux f a b a w
```

A level fed at rate $cf_i$ and emptied by collisions and both reactions has steady population $x_i$ with $cf_i=(w+K_i)x_i$. Hence $\sum_i b_ix_i=cB(w)$ and $\sum_i a_ix_i=cA(w)$, and $c\neq0$ cancels. Thermal activation has $c=w>0$ with equilibrium weights; chemical activation has a fixed feeding rate and the nascent distribution.

```lean
/-- Let populations `x` balance feeding at rates `c * f` against loss by collisions and by both
channels, with `c` and all total loss rates nonzero. Then the ratio of the product fluxes is the
branching ratio. -/
theorem steady_state_ratio {f a b x : ι → ℝ} {c w : ℝ} (hc : c ≠ 0)
    (hk : ∀ i, w + a i + b i ≠ 0) (hx : ∀ i, c * f i = (w + a i + b i) * x i) :
    (∑ i, b i * x i) / (∑ i, a i * x i) = branchingRatio f a b w := by
  have hs : ∀ d : ι → ℝ, ∑ i, d i * x i = c * channelFlux f a b d w := by
    intro d
    rw [channelFlux, Finset.mul_sum]
    refine Finset.sum_congr rfl fun i _ => ?_
    have h : x i = c * f i / (w + a i + b i) := by
      rw [eq_div_iff (hk i)]
      linear_combination -(hx i)
    rw [h]
    ring
  rw [hs b, hs a, mul_div_mul_left _ _ hc, branchingRatio]
```

The balance has no transfer between reactive levels: one collision deactivates a molecule completely. The weights $f_i$ do not depend on $w$.

## Symmetrising the double sum

Expanding the products gives

$$B(v)A(w)-B(w)A(v)=\sum_{i,j}f_if_jb_ia_j\left[\frac1{(v+K_i)(w+K_j)}-\frac1{(w+K_i)(v+K_j)}\right].$$

The bracket has numerator $(v-w)(K_i-K_j)$ over the common denominator, so the sum is $(v-w)\sum_{i,j}W_{ij}\,b_ia_j(K_i-K_j)$. Adding the copy with $i$ and $j$ exchanged gives

$$2[B(v)A(w)-B(w)A(v)]=(v-w)\sum_{i,j}W_{ij}P_{ij}.$$

The Mathlib lemma `Finset.sum_mul_sum` turns a product of sums into a double sum, with the first factor's index outside. The local identity `h` therefore writes each product in both orders first. Both sides then agree term by term, and `field_simp` and `ring` settle each pair; without the second copy, the individual terms would generally differ.

```lean
/-- The cross difference of the channel fluxes at two collision rates is a sum over pairs of
levels, provided no total loss rate vanishes. -/
theorem flux_cross_difference (f a b : ι → ℝ) {w v : ℝ}
    (hw : ∀ i, w + a i + b i ≠ 0) (hv : ∀ i, v + a i + b i ≠ 0) :
    2 * (channelFlux f a b b v * channelFlux f a b a w
        - channelFlux f a b b w * channelFlux f a b a v)
      = (v - w) * ∑ i, ∑ j, pairWeight f a b w v i j * pairOrder a b i j := by
  -- write each product in both orders, so that the double sum is symmetric
  have h : ∀ p q r s : ℝ, 2 * (p * q - r * s) = p * q + q * p - r * s - s * r := by
    intros
    ring
  rw [h]
  simp only [channelFlux, Finset.sum_mul_sum]
  simp only [← Finset.sum_add_distrib, ← Finset.sum_sub_distrib, Finset.mul_sum]
  refine Finset.sum_congr rfl fun i _ => Finset.sum_congr rfl fun j _ => ?_
  have h1 := hw i
  have h2 := hw j
  have h3 := hv i
  have h4 := hv j
  unfold pairWeight pairOrder
  field_simp
  ring
```

## The effect of raising the collision rate

With at least one level, both fluxes are positive.

```lean
/-- The flux through a channel with positive rates is positive, for positive weights and
channel rates, at least one level and a nonnegative collision rate. -/
theorem channelFlux_pos [Nonempty ι] {f a b d : ι → ℝ} (hf : ∀ i, 0 < f i)
    (ha : ∀ i, 0 < a i) (hb : ∀ i, 0 < b i) (hd : ∀ i, 0 < d i) {w : ℝ} (hw : 0 ≤ w) :
    0 < channelFlux f a b d w :=
  Finset.sum_pos (fun i _ => div_pos (mul_pos (hf i) (hd i)) (by linarith [ha i, hb i]))
    Finset.univ_nonempty
```

For $0\le w\le v$ the right-hand side of the identity is nonnegative, so $B(w)A(v)\le B(v)A(w)$. Dividing by $A(w)A(v)>0$ gives $R(w)\le R(v)$; `div_le_div_iff₀` makes this passage in Lean. `MonotoneOn` with `Set.Ici 0` states it for all $w\ge0$. Levels below both thresholds, where $a_i=b_i=0$, add nothing to either flux and are left out of the grid. The hypothesis $b_i>0$ also leaves out levels between the two thresholds, where $b_i=0<a_i$. Thermal activation populates these levels and they feed channel $a$, so they cannot be dropped from the sums. They are covered by applying the theorem to the rates $a_i/2$ and $b_i+a_i/2$: every $K_i$ is unchanged, while $b_i/a_i$ and $R$ become $2b_i/a_i+1$ and $2R+1$, so the orderings and the conclusion carry over. This last step is not formalised here.

```lean
variable [LinearOrder ι] [Nonempty ι] {f a b : ι → ℝ}

/-- For positive weights and rates, with `b / a` and `a + b` nondecreasing along the levels, the
branching ratio is nondecreasing in the collision rate `w ≥ 0`. -/
theorem branchingRatio_monotoneOn (hf : ∀ i, 0 < f i) (ha : ∀ i, 0 < a i)
    (hb : ∀ i, 0 < b i) (hr : Monotone fun i => b i / a i)
    (hk : Monotone fun i => a i + b i) :
    MonotoneOn (branchingRatio f a b) (Set.Ici 0) := by
  intro w hw v hv hwv
  rw [Set.mem_Ici] at hw hv
  have key := flux_cross_difference f a b (w := w) (v := v)
    (fun i => ne_of_gt (by linarith [ha i, hb i])) (fun i => ne_of_gt (by linarith [ha i, hb i]))
  have hS : 0 ≤ ∑ i, ∑ j, pairWeight f a b w v i j * pairOrder a b i j :=
    Finset.sum_nonneg fun i _ => Finset.sum_nonneg fun j _ =>
      mul_nonneg (pairWeight_pos hf ha hb hw hv i j).le (pairOrder_nonneg ha hr hk i j)
  unfold branchingRatio
  rw [div_le_div_iff₀ (channelFlux_pos hf ha hb ha hw) (channelFlux_pos hf ha hb ha hv)]
  linarith [mul_nonneg (sub_nonneg.2 hwv) hS]
```

For $w<v$, the increase is strict exactly when some pair has $b_i/a_i<b_j/a_j$ and $K_i<K_j$. Such a pair makes one term positive while the rest are nonnegative. Without one, each pair agrees in $b/a$ or in $K$, every $P_{ij}$ vanishes, and $R(w)=R(v)$.

```lean
/-- For positive weights and rates, with `b / a` and `a + b` nondecreasing along the levels, raising
the collision rate from `w ≥ 0` to `v > w` strictly raises the branching ratio exactly when some two
levels differ, in the same sense, both in `b / a` and in `a + b`. -/
theorem branchingRatio_lt_iff (hf : ∀ i, 0 < f i) (ha : ∀ i, 0 < a i)
    (hb : ∀ i, 0 < b i) (hr : Monotone fun i => b i / a i)
    (hk : Monotone fun i => a i + b i) {w v : ℝ} (hw : 0 ≤ w) (hwv : w < v) :
    branchingRatio f a b w < branchingRatio f a b v ↔
      ∃ i j, b i / a i < b j / a j ∧ a i + b i < a j + b j := by
  have hv : 0 ≤ v := hw.trans hwv.le
  have key := flux_cross_difference f a b (w := w) (v := v)
    (fun i => ne_of_gt (by linarith [ha i, hb i])) (fun i => ne_of_gt (by linarith [ha i, hb i]))
  unfold branchingRatio
  rw [div_lt_div_iff₀ (channelFlux_pos hf ha hb ha hw) (channelFlux_pos hf ha hb ha hv)]
  constructor
  · intro h
    by_contra hne
    -- without such a pair every term of the double sum vanishes
    have hz : ∀ i j, pairOrder a b i j = 0 := by
      intro i j
      unfold pairOrder
      wlog hij : i ≤ j generalizing i j
      · linarith [this j i (le_of_not_ge hij)]
      have h1 : b i / a i ≤ b j / a j := hr hij
      have h2 : a i + b i ≤ a j + b j := hk hij
      rcases h1.eq_or_lt with e | l
      · rw [div_eq_div_iff (ha i).ne' (ha j).ne'] at e
        rw [sub_eq_zero.2 e, zero_mul]
      · rcases h2.eq_or_lt with e | l'
        · rw [sub_eq_zero.2 e, mul_zero]
        · exact absurd ⟨i, j, l, l'⟩ hne
    simp only [hz, mul_zero, Finset.sum_const_zero] at key
    linarith
  · rintro ⟨i, j, h1, h2⟩
    rw [div_lt_div_iff₀ (ha i) (ha j)] at h1
    have hp : 0 < pairOrder a b i j := by
      unfold pairOrder
      nlinarith [mul_pos (sub_pos.2 h1) (sub_pos.2 h2)]
    have hn : ∀ i j, 0 ≤ pairWeight f a b w v i j * pairOrder a b i j := fun i j =>
      mul_nonneg (pairWeight_pos hf ha hb hw hv i j).le (pairOrder_nonneg ha hr hk i j)
    -- one positive pair makes the whole double sum positive
    have hS : 0 < ∑ i, ∑ j, pairWeight f a b w v i j * pairOrder a b i j :=
      Finset.sum_pos' (fun i _ => Finset.sum_nonneg fun j _ => hn i j)
        ⟨i, Finset.mem_univ i, Finset.sum_pos' (fun j _ => hn i j)
          ⟨j, Finset.mem_univ j, mul_pos (pairWeight_pos hf ha hb hw hv i j) hp⟩⟩
    linarith [mul_pos (sub_pos.2 hwv) hS]
```

## When the total rate falls with energy

Take $f=(1,1)$, $a=(3,1)$, $b=(3,2)$. Then $b/a=(1,2)$ rises but $K=(6,3)$ falls, and $R(1)=26/19$ exceeds $R(3)=4/3$. A rising $b/a$ alone therefore does not ensure that pressure favours channel $b$. The numbers are chosen for easy arithmetic and do not model a particular molecule; microcanonical rates usually rise with energy.

```lean
/-- Two levels with `b / a` nondecreasing but `a + b` decreasing, whose branching ratio is
smaller at collision rate 3 than at collision rate 1. -/
theorem total_rate_order_needed :
    (Monotone fun i => (![3, 2] : Fin 2 → ℝ) i / (![3, 1] : Fin 2 → ℝ) i) ∧
      branchingRatio (![1, 1] : Fin 2 → ℝ) ![3, 1] ![3, 2] 3
        < branchingRatio (![1, 1] : Fin 2 → ℝ) ![3, 1] ![3, 2] 1 := by
  constructor
  · intro i j h
    fin_cases i <;> fin_cases j
    · exact le_rfl
    · norm_num
    · exact absurd h (by decide)
    · exact le_rfl
  · norm_num [branchingRatio, channelFlux, Fin.sum_univ_two]

end

end StrongCollisionBranching
```

```lean
#print axioms StrongCollisionBranching.steady_state_ratio
#print axioms StrongCollisionBranching.branchingRatio_monotoneOn
#print axioms StrongCollisionBranching.branchingRatio_lt_iff
#print axioms StrongCollisionBranching.total_rate_order_needed
```

```
'StrongCollisionBranching.steady_state_ratio' depends on axioms: [propext, Classical.choice, Quot.sound]
'StrongCollisionBranching.branchingRatio_monotoneOn' depends on axioms: [propext, Classical.choice, Quot.sound]
'StrongCollisionBranching.branchingRatio_lt_iff' depends on axioms: [propext, Classical.choice, Quot.sound]
'StrongCollisionBranching.total_rate_order_needed' depends on axioms: [propext, Classical.choice, Quot.sound]
```
